# Power iteration with $cI-H$ converges to a nondegenerate softest mode when $c$ lies above the spectrum and the initial overlap is positive

## Why did my shift work below the top eigenvalue?

Repeatedly applying $cI-H$ to a trial vector $w$ and normalising gives the softest mode $v$ of a symmetric Hessian $H$, provided that the lowest eigenvalue is simple, $c$ exceeds every eigenvalue and $\langle v,w\rangle>0$. I need this mode to climb towards a saddle point.

I tried $H=\mathrm{diag}(-1,2)$ with $w=(1,1)$, but carelessly set $c=1$, below the top eigenvalue. The second component flipped sign at every step, yet the vector still converged to $(1,0)$. Was that luck? How low can $c$ go?

## A shift above the midpoint of the spectrum is enough

It was not luck. Let $h$ be the lowest eigenvalue. With your other conditions unchanged, the iteration converges to $v$ whenever $h+\mu<2c$ for every eigenvalue $\mu$, that is, when $c$ lies above the midpoint between the lowest and highest eigenvalues. In your example this means $c>1/2$. A shift above the whole spectrum is a special case.

**The limit.** If $He=\mu e$, then $(cI-H)e=(c-\mu)e$, so $k$ steps multiply $e$ by $(c-\mu)^k$. Split the trial vector as
$$w=\langle v,w\rangle v+r,\qquad \langle v,r\rangle=0 .$$
Take an orthonormal eigenbasis $b_i$ with $Hb_i=l_ib_i$. Since $c>h$ (put $\mu=h$ in the condition), we may divide by $(c-h)^k$:
$$\frac{(cI-H)^kw}{(c-h)^k}=\langle v,w\rangle v+\sum_i\left(\frac{c-l_i}{c-h}\right)^k\langle b_i,r\rangle\, b_i .$$
If $l_i=h$, simplicity makes $b_i$ parallel to $v$, so $\langle b_i,r\rangle=0$. If $l_i>h$, then $c-l_i<c-h$, while $h+l_i<2c$ gives $c-l_i>-(c-h)$. The ratio therefore has absolute value below 1, and its powers vanish. A negative ratio produces the sign flips that you saw.

The right-hand side tends to $\langle v,w\rangle v$, whose norm is $\langle v,w\rangle>0$. Normalising cancels the positive factor $(c-h)^k$ and leaves the limit $v$. No iterate is zero, because its component along $v$ is $(c-h)^k\langle v,w\rangle>0$.

**The rate.** Let $\theta_k$ be the angle between the $k$-th iterate and $v$, and let $|c-\mu|\le q$ for all eigenvalues $\mu\ne h$, with $q\ge0$. The transverse part obeys
$$\|(cI-H)^kr\|^2=\sum_i(c-l_i)^{2k}\langle b_i,r\rangle^2\le q^{2k}\|r\|^2 .$$
Dividing by the component along $v$ gives
$$\tan\theta_k\le\left(\frac{q}{c-h}\right)^k\tan\theta_0 .$$
For your run $q=1$ and $c-h=2$, and the bound is attained: the unnormalised iterate is $(2^k,(-1)^k)$, so the tangent halves at each step.

**The borderline.** Let $u>h$ be the highest eigenvalue, with unit eigenvector $e$. At $c=(h+u)/2$, starting from $v+e$, the unnormalised iterate is
$$\left(\frac{u-h}{2}\right)^k\bigl(v+(-1)^ke\bigr).$$
Its normalised form alternates between $(v+e)/\sqrt2$ and $(v-e)/\sqrt2$ and never settles. With $c=1/2$, your example does exactly this.

Here is the Lean file with these results.

```lean
import Mathlib

open Filter Topology Module
open scoped InnerProductSpace

namespace SoftestModePowerIteration

noncomputable section

variable {E : Type*} [NormedAddCommGroup E] [InnerProductSpace ℝ E]

/-- The unit vector `v` spans the eigenspace of the lowest eigenvalue `h` of the Hessian `H`. -/
structure IsSoftestMode (H : End ℝ E) (h : ℝ) (v : E) : Prop where
  unit : ‖v‖ = 1
  eigen : H v = h • v
  lowest : ∀ μ, End.HasEigenvalue H μ → h ≤ μ
  simple : ∀ x, H x = h • x → ∃ a : ℝ, x = a • v

/-- The shifted Hessian `cI - H`. -/
def shifted (H : End ℝ E) (c : ℝ) : End ℝ E := c • (1 : End ℝ E) - H

/-- The normalised vector `(cI - H)^k w / ‖(cI - H)^k w‖`, meant for `(cI - H)^k w ≠ 0`. -/
def powerIterate (H : End ℝ E) (c : ℝ) (w : E) (k : ℕ) : E :=
  ‖(shifted H c ^ k) w‖⁻¹ • (shifted H c ^ k) w

/-- On an eigenvector of `H` with eigenvalue `μ`, the operator `(cI - H)^k` acts as the
number `(c - μ)^k`. -/
theorem shifted_pow_eigenvector {H : End ℝ E} {μ : ℝ} {e : E} (he : H e = μ • e)
    (c : ℝ) (k : ℕ) : (shifted H c ^ k) e = (c - μ) ^ k • e := by
  induction k with
  | zero => simp
  | succ k ih =>
    have h1 : shifted H c e = (c - μ) • e := by
      simp [shifted, he, sub_smul]
    rw [pow_succ', End.mul_apply, ih, map_smul, h1, smul_smul, pow_succ]

/-- For symmetric `H`, `k` steps multiply the component along an eigenvector with
eigenvalue `μ` by `(c - μ)^k`. -/
theorem inner_shifted_pow {H : End ℝ E} (hH : H.IsSymmetric) {μ : ℝ} {e : E}
    (he : H e = μ • e) (c : ℝ) (x : E) (k : ℕ) :
    ⟪e, (shifted H c ^ k) x⟫_ℝ = (c - μ) ^ k * ⟪e, x⟫_ℝ := by
  induction k with
  | zero => simp
  | succ k ih =>
    have h1 : ∀ y, ⟪e, shifted H c y⟫_ℝ = (c - μ) * ⟪e, y⟫_ℝ := by
      intro y
      have h2 : shifted H c y = c • y - H y := by simp [shifted]
      rw [h2, inner_sub_right, inner_smul_right, ← hH e y, he, real_inner_smul_left]
      ring
    rw [pow_succ', End.mul_apply, h1, ih]
    ring

/-- The number `h` belonging to a softest mode is an eigenvalue of the Hessian. -/
theorem IsSoftestMode.hasEigenvalue {H : End ℝ E} {h : ℝ} {v : E}
    (hs : IsSoftestMode H h v) : End.HasEigenvalue H h := by
  have hv : v ≠ 0 := by
    intro h0
    have h1 := hs.unit
    rw [h0, norm_zero] at h1
    exact zero_ne_one h1
  exact End.hasEigenvalue_of_hasEigenvector ⟨End.mem_eigenspace_iff.2 hs.eigen, hv⟩

/-- If `Hv = hv` and `He = ue`, then at the midpoint shift `c = (h + u)/2` the `k`-th unnormalised
iterate of `v + e` is `((u - h)/2)^k (v + (-1)^k e)`. -/
theorem midpoint_shift_alternates {H : End ℝ E} {h u : ℝ} {v e : E}
    (hv : H v = h • v) (he : H e = u • e) (k : ℕ) :
    (shifted H ((h + u) / 2) ^ k) (v + e)
      = ((u - h) / 2) ^ k • (v + (-1 : ℝ) ^ k • e) := by
  rw [map_add, shifted_pow_eigenvector hv, shifted_pow_eigenvector he, smul_add, smul_smul,
    ← mul_pow]
  congr 3 <;> ring

variable [FiniteDimensional ℝ E]

/-- A symmetric Hessian has an orthonormal basis of eigenvectors. -/
theorem exists_modes {H : End ℝ E} (hH : H.IsSymmetric) :
    ∃ (b : OrthonormalBasis (Fin (finrank ℝ E)) ℝ E) (l : Fin (finrank ℝ E) → ℝ),
      ∀ i, End.HasEigenvalue H (l i) ∧ H (b i) = l i • b i := by
  have key : ∀ i, H (hH.eigenvectorBasis rfl i)
      = hH.eigenvalues rfl i • hH.eigenvectorBasis rfl i :=
    fun i => hH.apply_eigenvectorBasis rfl i
  exact ⟨hH.eigenvectorBasis rfl, hH.eigenvalues rfl, fun i =>
    ⟨End.hasEigenvalue_of_hasEigenvector ⟨End.mem_eigenspace_iff.2 (key i),
      (hH.eigenvectorBasis rfl).orthonormal.ne_zero i⟩, key i⟩⟩

/-- If `H` is symmetric and `h + μ < 2c` for every eigenvalue `μ`, a vector orthogonal to the
softest mode dies out under `cI - H` relative to the growth factor `(c - h)^k` of that mode. -/
theorem transverse_tendsto_zero {H : End ℝ E} (hH : H.IsSymmetric) {h c : ℝ} {v r : E}
    (hs : IsSoftestMode H h v) (hc : ∀ μ, End.HasEigenvalue H μ → h + μ < 2 * c)
    (hr : ⟪v, r⟫_ℝ = 0) :
    Tendsto (fun k : ℕ => ((c - h) ^ k)⁻¹ • (shifted H c ^ k) r) atTop (𝓝 0) := by
  obtain ⟨b, l, hb⟩ := exists_modes hH
  have hpos : 0 < c - h := by linarith [hc h hs.hasEigenvalue]
  -- expand in eigenvectors of H
  have key : ∀ k : ℕ, ∑ i, (((c - l i) / (c - h)) ^ k * ⟪b i, r⟫_ℝ) • b i
      = ((c - h) ^ k)⁻¹ • (shifted H c ^ k) r := by
    intro k
    rw [← b.sum_repr' (((c - h) ^ k)⁻¹ • (shifted H c ^ k) r)]
    refine Finset.sum_congr rfl fun i _ => ?_
    rw [inner_smul_right, inner_shifted_pow hH (hb i).2, div_pow]
    congr 1
    ring
  have hi : ∀ i, Tendsto (fun k : ℕ => (((c - l i) / (c - h)) ^ k * ⟪b i, r⟫_ℝ) • b i)
      atTop (𝓝 (0 : E)) := by
    intro i
    by_cases hl : l i = h
    · -- simplicity: this mode is parallel to v
      obtain ⟨a, ha⟩ := hs.simple (b i) (hl ▸ (hb i).2)
      have hz : ⟪b i, r⟫_ℝ = 0 := by rw [ha, real_inner_smul_left, hr, mul_zero]
      simp [hz]
    · have hlt : h < l i := lt_of_le_of_ne (hs.lowest _ (hb i).1) (Ne.symm hl)
      have hq : |(c - l i) / (c - h)| < 1 := by
        rw [abs_div, abs_of_pos hpos, div_lt_one hpos, abs_lt]
        constructor <;> linarith [hc _ (hb i).1]
      have t := ((tendsto_pow_atTop_nhds_zero_of_abs_lt_one hq).mul_const
        ⟪b i, r⟫_ℝ).smul_const (b i)
      simpa only [zero_mul, zero_smul] using t
  have t := tendsto_finsetSum Finset.univ (fun i _ => hi i)
  rw [Finset.sum_const_zero] at t
  exact t.congr key

/-- Let `H` be symmetric with softest mode `v`, let `h + μ < 2c` for every eigenvalue `μ`, and
let `⟨v, w⟩ > 0`. Then no iterate vanishes and the normalised iterates converge to `v`. -/
theorem powerIterate_tendsto {H : End ℝ E} (hH : H.IsSymmetric) {h c : ℝ} {v w : E}
    (hs : IsSoftestMode H h v) (hc : ∀ μ, End.HasEigenvalue H μ → h + μ < 2 * c)
    (hw : 0 < ⟪v, w⟫_ℝ) :
    (∀ k, (shifted H c ^ k) w ≠ 0) ∧ Tendsto (powerIterate H c w) atTop (𝓝 v) := by
  have hpos : 0 < c - h := by linarith [hc h hs.hasEigenvalue]
  have hp : ∀ k : ℕ, 0 < (c - h) ^ k := fun k => pow_pos hpos k
  constructor
  · intro k h0
    have h1 := inner_shifted_pow hH hs.eigen c w k
    rw [h0, inner_zero_right] at h1
    exact (mul_pos (hp k) hw).ne h1
  have hr : ⟪v, w - ⟪v, w⟫_ℝ • v⟫_ℝ = 0 := by
    rw [inner_sub_right, inner_smul_right, real_inner_self_eq_norm_sq, hs.unit]
    ring
  -- the rescaled iterates converge to the projection of w on v
  have lim : Tendsto (fun k : ℕ => ((c - h) ^ k)⁻¹ • (shifted H c ^ k) w) atTop
      (𝓝 (⟪v, w⟫_ℝ • v)) := by
    have t := (transverse_tendsto_zero hH hs hc hr).const_add (⟪v, w⟫_ℝ • v)
    rw [add_zero] at t
    refine t.congr fun k => ?_
    have h1 : ((c - h) ^ k)⁻¹ • ⟪v, w⟫_ℝ • (c - h) ^ k • v = ⟪v, w⟫_ℝ • v := by
      rw [smul_comm ⟪v, w⟫_ℝ, inv_smul_smul₀ (hp k).ne']
    rw [map_sub, map_smul, shifted_pow_eigenvector hs.eigen, smul_sub, h1]
    abel
  have hn : ‖⟪v, w⟫_ℝ • v‖ = ⟪v, w⟫_ℝ := by
    rw [norm_smul, hs.unit, mul_one, Real.norm_of_nonneg hw.le]
  -- normalisation removes the positive scale factor
  have t := (lim.norm.inv₀ (by rw [hn]; exact hw.ne')).smul lim
  rw [hn, inv_smul_smul₀ hw.ne'] at t
  refine t.congr fun k => ?_
  rw [powerIterate, norm_smul, Real.norm_of_nonneg (inv_nonneg.2 (hp k).le), mul_inv, inv_inv,
    smul_smul, mul_right_comm, mul_inv_cancel₀ (hp k).ne', one_mul]

/-- For symmetric `H` with softest mode `v`, a shift `c` above every eigenvalue and
`⟨v, w⟩ > 0`, no iterate vanishes and the normalised iterates converge to `v`. -/
theorem powerIterate_tendsto_of_above {H : End ℝ E} (hH : H.IsSymmetric) {h c : ℝ} {v w : E}
    (hs : IsSoftestMode H h v) (hc : ∀ μ, End.HasEigenvalue H μ → μ < c)
    (hw : 0 < ⟪v, w⟫_ℝ) :
    (∀ k, (shifted H c ^ k) w ≠ 0) ∧ Tendsto (powerIterate H c w) atTop (𝓝 v) :=
  powerIterate_tendsto hH hs
    (fun μ hμ => by linarith [hc μ hμ, hc h hs.hasEigenvalue]) hw

/-- Let `H` be symmetric with softest mode `v`, `h < c`, `⟨v, w⟩ > 0`, and `|c - μ| ≤ q` for all
eigenvalues `μ ≠ h`, with `q ≥ 0`. Then the tangent of the angle between iterate and `v` is at
most `(q/(c - h))^k` times its initial value. -/
theorem tangent_le {H : End ℝ E} (hH : H.IsSymmetric) {h c q : ℝ} {v w : E}
    (hs : IsSoftestMode H h v) (hc : h < c) (hq0 : 0 ≤ q)
    (hq : ∀ μ, End.HasEigenvalue H μ → μ ≠ h → |c - μ| ≤ q) (hw : 0 < ⟪v, w⟫_ℝ) (k : ℕ) :
    ‖(shifted H c ^ k) w - ⟪v, (shifted H c ^ k) w⟫_ℝ • v‖ / ⟪v, (shifted H c ^ k) w⟫_ℝ
      ≤ (q / (c - h)) ^ k * (‖w - ⟪v, w⟫_ℝ • v‖ / ⟪v, w⟫_ℝ) := by
  obtain ⟨b, l, hb⟩ := exists_modes hH
  have hp : 0 < (c - h) ^ k := pow_pos (sub_pos.2 hc) k
  have hr : ⟪v, w - ⟪v, w⟫_ℝ • v⟫_ℝ = 0 := by
    rw [inner_sub_right, inner_smul_right, real_inner_self_eq_norm_sq, hs.unit]
    ring
  have hsplit : (shifted H c ^ k) w - ((c - h) ^ k * ⟪v, w⟫_ℝ) • v
      = (shifted H c ^ k) (w - ⟪v, w⟫_ℝ • v) := by
    rw [map_sub, map_smul, shifted_pow_eigenvector hs.eigen, smul_smul, mul_comm]
  rw [inner_shifted_pow hH hs.eigen, hsplit, div_pow, div_mul_div_comm]
  generalize w - ⟪v, w⟫_ℝ • v = r at hr ⊢
  -- compare the squared norms mode by mode
  have hbound : ‖(shifted H c ^ k) r‖ ≤ q ^ k * ‖r‖ := by
    refine (sq_le_sq₀ (norm_nonneg _) (by positivity)).1 ?_
    rw [mul_pow, ← b.sum_sq_norm_inner_right ((shifted H c ^ k) r),
      ← b.sum_sq_norm_inner_right r, Finset.mul_sum]
    refine Finset.sum_le_sum fun i _ => ?_
    rw [inner_shifted_pow hH (hb i).2]
    by_cases hl : l i = h
    · obtain ⟨a, ha⟩ := hs.simple (b i) (hl ▸ (hb i).2)
      have hz : ⟪b i, r⟫_ℝ = 0 := by rw [ha, real_inner_smul_left, hr, mul_zero]
      simp [hz]
    · have h1 := hq _ (hb i).1 hl
      rw [norm_mul, mul_pow, norm_pow, Real.norm_eq_abs (c - l i)]
      gcongr
  gcongr

/-- The Hessian `diag(-1, 2)` of a saddle point in the plane. -/
def saddleHessian : End ℝ (EuclideanSpace ℝ (Fin 2)) where
  toFun x := !₂[-x 0, 2 * x 1]
  map_add' x y := by ext i; fin_cases i <;> simp <;> ring
  map_smul' a x := by
    ext i
    fin_cases i <;> simp
    ring

/-- The saddle Hessian `diag(-1, 2)` is symmetric, and its softest mode is the first coordinate
axis, with eigenvalue `-1`. -/
theorem isSoftestMode_witness :
    saddleHessian.IsSymmetric ∧ IsSoftestMode saddleHessian (-1) !₂[1, 0] := by
  have comp : ∀ (x : EuclideanSpace ℝ (Fin 2)) (μ : ℝ), saddleHessian x = μ • x →
      -x 0 = μ * x 0 ∧ 2 * x 1 = μ * x 1 := fun x μ hx =>
    ⟨congrArg (fun y : EuclideanSpace ℝ (Fin 2) => y 0) hx,
      congrArg (fun y : EuclideanSpace ℝ (Fin 2) => y 1) hx⟩
  refine ⟨?_, ?_, ?_, ?_, ?_⟩
  · intro x y
    simp [saddleHessian, PiLp.inner_apply, Fin.sum_univ_two]
    ring
  · simp [EuclideanSpace.norm_eq, Fin.sum_univ_two]
  · ext i
    fin_cases i <;> simp [saddleHessian]
  · intro μ hμ
    obtain ⟨x, hx⟩ := hμ.exists_hasEigenvector
    obtain ⟨h0, h1⟩ := comp x μ hx.apply_eq_smul
    by_contra hlt
    have hlt' : μ < -1 := lt_of_not_ge hlt
    have e0 : (μ + 1) * x 0 = 0 := by linear_combination -h0
    have e1 : (2 - μ) * x 1 = 0 := by linear_combination h1
    have x0 : x 0 = 0 := (mul_eq_zero.1 e0).resolve_left (by intro h; linarith)
    have x1 : x 1 = 0 := (mul_eq_zero.1 e1).resolve_left (by intro h; linarith)
    apply hx.2
    ext i
    fin_cases i
    · exact x0
    · exact x1
  · intro x hx
    have x1 : x 1 = 0 := by linarith [(comp x (-1) hx).2]
    refine ⟨x 0, ?_⟩
    ext i
    fin_cases i <;> simp [x1]

end

end SoftestModePowerIteration
```

```lean
#print axioms SoftestModePowerIteration.midpoint_shift_alternates
#print axioms SoftestModePowerIteration.powerIterate_tendsto_of_above
#print axioms SoftestModePowerIteration.tangent_le
```

```
'SoftestModePowerIteration.midpoint_shift_alternates' depends on axioms: [propext, Classical.choice, Quot.sound]
'SoftestModePowerIteration.powerIterate_tendsto_of_above' depends on axioms: [propext, Classical.choice, Quot.sound]
'SoftestModePowerIteration.tangent_le' depends on axioms: [propext, Classical.choice, Quot.sound]
```

**What the statements say.** The displacement space `E` is a real inner product space, finite-dimensional from `exists_modes` onwards. The Hessian is a linear map `H : End ℝ E`, and `H.IsSymmetric` means $\langle Hx,y\rangle=\langle x,Hy\rangle$. `IsSoftestMode H h v` says that $v$ has norm 1, that $Hv=hv$, that no eigenvalue is below $h$, and that every solution of $Hx=hx$ is a multiple of $v$. "Softest" thus means algebraically lowest, not smallest in magnitude. The letter $h$ is a curvature.

`shifted H c` is $cI-H$, and `powerIterate H c w k` is the normalised $k$-th iterate. `powerIterate_tendsto` concludes both that no unnormalised iterate vanishes and that the normalised ones converge to $v$ under the midpoint condition. `powerIterate_tendsto_of_above` is the version with $c$ above every eigenvalue. The positive overlap fixes the sign of the limit; for a negative overlap, use $-v$ as the softest mode.

Simplicity has a physical content. At a minimum of a free molecule, the overall translations and rotations share the lowest eigenvalue, zero. The theorems cover a nondegenerate softest internal mode once $E$ is restricted to the displacements orthogonal to these motions. In a saddle search that finds the lowest mode by this power iteration, the theorems concern that step at one fixed geometry. They assume exact products $Hx$ and do not treat the error made when these are estimated from gradient differences.

**How the Lean proof is built.** `shifted_pow_eigenvector` proves the factor $(c-\mu)^k$ by induction. `inner_shifted_pow` proves the same factor for the component of any vector along an eigenvector, using symmetry to move $H$ across the inner product. `exists_modes` supplies the basis `b` and eigenvalues `l`.

`transverse_tendsto_zero` treats the sum over modes. Its case split on `l i = h` is the split above: simplicity removes one kind of term, and `hq` bounds the ratio for the other. The finite sum of the limits is then zero.

In `powerIterate_tendsto`, `lim` is the limit of the rescaled iterates. Continuity of the norm and of the inverse away from zero gives the normalised limit, and the last rewrite cancels $(c-h)^k$. The corollary adds $\mu<c$ and $h<c$.

`tangent_le` compares squared norms mode by mode in `hbound`, and `midpoint_shift_alternates` gives the unnormalised borderline formula. Finally, `isSoftestMode_witness` checks that your matrix is symmetric and has softest mode $(1,0)$ with eigenvalue $-1$.
